# A trace minimum principle for RPA excitation energies, given a real normal-mode factorisation

In the random phase approximation (RPA), the sum of the \(k\) lowest excitation energies of a system with \(n\) particle–hole transitions is to be found as a minimum over trial vectors, and a formal statement must first choose how those energies enter. Here they enter through a factorisation of the two real response matrices \(A\) and \(B\), not as roots of the non-symmetric \(2n\times 2n\) eigenvalue problem. The matrix \(A\) holds the bare transition energies and the coupling among excitations, and \(B\) the coupling between excitations and de-excitations. With an invertible real matrix \(Z\) and \(W=\mathrm{diag}(w_0,\dots,w_{n-1})\), the assumption is

\[
A-B = Z W Z^T,\qquad A+B = Z^{-T} W Z^{-1}.
\]

If \(0\le w_0\le\dots\le w_{n-1}\) and \(k\le n\), the result is

\[
\min_{P^TQ=1}\Big[\mathrm{tr}\,P^T(A+B)P+\mathrm{tr}\,Q^T(A-B)Q\Big]=2\sum_{j=0}^{k-1}w_j ,
\]

where \(P\) and \(Q\) are real \(n\times k\) matrices. Indices start at zero, as in Lean.

```lean
import Mathlib

open Matrix InnerProductSpace

namespace RPATraceMinimum
```

## Response matrices and their normal modes

The factorisation makes \(A\) and \(B\) symmetric, so symmetry is not a separate hypothesis. It exists whenever \(A+B\) and \(A-B\) are both positive definite, the usual stability condition for a real reference state. That the matrices of a given molecule meet this condition is the step from the model to a real calculation, and it has to be established separately.

```lean
/-- Normal-mode factorisation of the RPA matrices: `A - B = Z W Zᵀ` and `A + B = Z⁻ᵀ W Z⁻¹`
with `Z` invertible and `W` the diagonal matrix of the numbers `w`. -/
structure NormalModes {n : ℕ} (A B Z : Matrix (Fin n) (Fin n) ℝ) (w : Fin n → ℝ) : Prop where
  unit : IsUnit Z.det
  minus : A - B = Z * diagonal w * Zᵀ
  plus : A + B = (Z⁻¹)ᵀ * diagonal w * Z⁻¹
```

`Fin n` labels the transitions, `diagonal w` is \(W\), and `unit` says that \(Z\) is invertible. The structure puts no sign or order on `w`; the theorems add these where they need them. A value \(w_i=0\) lowers the rank of both \(A+B\) and \(A-B\). A zero mode that makes only one of them singular does not fit the factorisation.

The quantity to be minimised is

\[
E(P,Q)=\mathrm{tr}\,P^T(A+B)P+\mathrm{tr}\,Q^T(A-B)Q .
\]

```lean
/-- The RPA energy functional `tr Pᵀ(A + B)P + tr Qᵀ(A - B)Q` of `k` pairs of trial vectors,
the columns of `P` and `Q`. -/
def energy {n k : ℕ} (A B : Matrix (Fin n) (Fin n) ℝ) (P Q : Matrix (Fin n) (Fin k) ℝ) : ℝ :=
  (Pᵀ * (A + B) * P).trace + (Qᵀ * (A - B) * Q).trace
```

The name `energy` is shorthand: at the minimum its value is twice a sum of excitation energies, and it is not the total energy of the system.

## Why the \(w_i\) are excitation energies

Write \(T=Z^{-T}\), \(X=(Z+T)/2\) and \(Y=(Z-T)/2\). The factorisation gives \((A+B)Z=TW\) and \((A-B)T=ZW\), hence

\[
\begin{aligned}
AX+BY&=\tfrac12\big[(A+B)Z+(A-B)T\big]=\tfrac12(T+Z)W=XW,\\
BX+AY&=\tfrac12\big[(A+B)Z-(A-B)T\big]=\tfrac12(T-Z)W=-YW,\\
X^TX-Y^TY&=\tfrac12(Z^TT+T^TZ)=1 .
\end{aligned}
\]

These are the RPA equations with their usual norm. The columns of \(X\) and \(Y\) are the excitation and de-excitation amplitudes.

```lean
/-- The amplitudes `X = (Z + Z⁻ᵀ)/2` and `Y = (Z - Z⁻ᵀ)/2` built from the normal modes solve the
RPA equations `AX + BY = XW`, `BX + AY = -YW` and have the RPA norm `XᵀX - YᵀY = 1`. -/
theorem rpa_equations {n : ℕ} {A B Z : Matrix (Fin n) (Fin n) ℝ} {w : Fin n → ℝ}
    (h : NormalModes A B Z w) (X Y : Matrix (Fin n) (Fin n) ℝ)
    (hX : X = (1 / 2 : ℝ) • (Z + (Z⁻¹)ᵀ)) (hY : Y = (1 / 2 : ℝ) • (Z - (Z⁻¹)ᵀ)) :
    A * X + B * Y = X * diagonal w ∧ B * X + A * Y = -(Y * diagonal w) ∧
      Xᵀ * X - Yᵀ * Y = 1 := by
  have h3 : Zᵀ * (Z⁻¹)ᵀ = 1 := by
    rw [← transpose_mul, nonsing_inv_mul _ h.unit, transpose_one]
  have h4 : ((Z⁻¹)ᵀ)ᵀ * Z = 1 := by
    rw [transpose_transpose, nonsing_inv_mul _ h.unit]
  have h1 : (A + B) * Z = (Z⁻¹)ᵀ * diagonal w := by
    rw [h.plus, Matrix.mul_assoc, nonsing_inv_mul _ h.unit, Matrix.mul_one]
  have h2 : (A - B) * (Z⁻¹)ᵀ = Z * diagonal w := by
    rw [h.minus, Matrix.mul_assoc, h3, Matrix.mul_one]
  subst hX hY
  generalize (Z⁻¹)ᵀ = T at h1 h2 h3 h4 ⊢
  refine ⟨?_, ?_, ?_⟩
  · have e : A * ((1 / 2 : ℝ) • (Z + T)) + B * ((1 / 2 : ℝ) • (Z - T))
        = (1 / 2 : ℝ) • ((A + B) * Z + (A - B) * T) := by
      simp only [Matrix.mul_smul, mul_add, mul_sub, add_mul, sub_mul]
      module
    rw [e, h1, h2]
    simp only [Matrix.smul_mul, add_mul]
    module
  · have e : B * ((1 / 2 : ℝ) • (Z + T)) + A * ((1 / 2 : ℝ) • (Z - T))
        = (1 / 2 : ℝ) • ((A + B) * Z - (A - B) * T) := by
      simp only [Matrix.mul_smul, mul_add, mul_sub, add_mul, sub_mul]
      module
    rw [e, h1, h2]
    simp only [Matrix.smul_mul, sub_mul]
    module
  · have e : ((1 / 2 : ℝ) • (Z + T))ᵀ * ((1 / 2 : ℝ) • (Z + T))
        - ((1 / 2 : ℝ) • (Z - T))ᵀ * ((1 / 2 : ℝ) • (Z - T))
        = (1 / 2 : ℝ) • (Zᵀ * T + Tᵀ * Z) := by
      simp only [transpose_smul, transpose_add, transpose_sub, Matrix.smul_mul,
        Matrix.mul_smul, mul_add, mul_sub, add_mul, sub_mul]
      module
    rw [e, h3, h4]
    module
```

The facts `h1` to `h4` are the relations between \(Z\) and \(T\). Once they are available, `generalize` replaces the inverse transpose by a plain matrix `T`, and `module` checks the linear combinations.

## Trial vectors in normal modes

Insert the factorisation into \(E\) and group the factors:

\[
E(P,Q)=\mathrm{tr}\,(Z^{-1}P)^TW(Z^{-1}P)+\mathrm{tr}\,(Z^TQ)^TW(Z^TQ).
\]

```lean
/-- In normal modes the energy of trial vectors is a sum of two diagonal forms, in the
amplitudes `Z⁻¹P` and `ZᵀQ`. -/
theorem energy_normal_modes {n k : ℕ} {A B Z : Matrix (Fin n) (Fin n) ℝ} {w : Fin n → ℝ}
    (h : NormalModes A B Z w) (P Q : Matrix (Fin n) (Fin k) ℝ) :
    energy A B P Q = ((Z⁻¹ * P)ᵀ * diagonal w * (Z⁻¹ * P)).trace
      + ((Zᵀ * Q)ᵀ * diagonal w * (Zᵀ * Q)).trace := by
  unfold energy
  rw [h.plus, h.minus]
  simp only [transpose_mul, transpose_transpose, Matrix.mul_assoc]
```

For any \(n\times k\) matrix \(N\), writing out the trace gives

\[
\mathrm{tr}\,N^TWN=\sum_{j=0}^{k-1}\sum_{i=0}^{n-1}w_iN_{ij}^2 .
\]

```lean
/-- A diagonal form is the sum of the squared amplitudes weighted by the mode energies. -/
theorem trace_diagonal_form {n k : ℕ} (w : Fin n → ℝ) (N : Matrix (Fin n) (Fin k) ℝ) :
    (Nᵀ * diagonal w * N).trace = ∑ j, ∑ i, w i * N i j ^ 2 := by
  unfold Matrix.trace
  refine Finset.sum_congr rfl fun j _ => ?_
  rw [Matrix.diag_apply, Matrix.mul_apply]
  refine Finset.sum_congr rfl fun i _ => ?_
  rw [Matrix.mul_diagonal, Matrix.transpose_apply]
  ring
```

From here until the main theorem, \(X=Z^{-1}P\) and \(Y=Z^TQ\) denote the normal-mode amplitudes of the trial vectors, no longer the RPA amplitudes above. The constraint keeps its form, since \(X^TY=P^TZ^{-T}Z^TQ=P^TQ=1\).

## An orthogonal mixing that orders the vectors

Let \(r_0,\dots,r_{k-1}\in\mathbb R^k\) be the first \(k\) rows of \(Y\). Gram–Schmidt, completed to a basis if the rows are dependent, yields orthonormal vectors \(b_0,\dots,b_{k-1}\) with \(b_j\perp r_i\) for \(i<j\). Take the \(b_j\) as the columns of \(V\). Then

\[
V^TV=1,\qquad (YV)_{ij}=r_i\cdot b_j=0\quad\text{for } i<j .
\]

```lean
/-- For `k ≤ n`, an orthogonal mixing `V` of `k` trial vectors removes from the `j`-th vector
all components on modes below `j`. -/
theorem triangular_mixing {n k : ℕ} (hk : k ≤ n) (Y : Matrix (Fin n) (Fin k) ℝ) :
    ∃ V : Matrix (Fin k) (Fin k) ℝ, Vᵀ * V = 1 ∧
      ∀ (i : Fin n) (j : Fin k), i.val < j.val → (Y * V) i j = 0 := by
  have hin : ∀ x y : EuclideanSpace ℝ (Fin k),
      inner ℝ x y = ∑ a, x.ofLp a * y.ofLp a := by
    intro x y
    simp [PiLp.inner_apply, mul_comm]
  have hd : Module.finrank ℝ (EuclideanSpace ℝ (Fin k)) = Fintype.card (Fin k) := by simp
  -- Gram-Schmidt on the first k rows of Y
  let f : Fin k → EuclideanSpace ℝ (Fin k) := fun i => WithLp.toLp 2 (Y (Fin.castLE hk i))
  let b := gramSchmidtOrthonormalBasis hd f
  refine ⟨Matrix.of fun a j => (b j).ofLp a, ?_, ?_⟩
  · ext i j
    have e := orthonormal_iff_ite.mp b.orthonormal i j
    rw [hin] at e
    rw [Matrix.mul_apply, Matrix.one_apply]
    exact e
  · intro i j hij
    have e := gramSchmidtOrthonormalBasis_inv_triangular hd f
      (i := ⟨i.val, hij.trans j.isLt⟩) (j := j) hij
    rw [hin] at e
    rw [Matrix.mul_apply]
    refine Eq.trans ?_ e
    exact Finset.sum_congr rfl fun a _ => mul_comm _ _
```

The hypothesis `hk` ensures that \(Y\) has \(k\) rows to start from, and `Fin.castLE hk` reads an index below \(k\) as an index below \(n\). Mathlib's `gramSchmidtOrthonormalBasis` supplies the vectors, and its triangularity lemma gives the zeros.

## The bound, column by column

Apply the same \(V\) to \(X\) and \(Y\). Because \(VV^T=1\), both traces are unchanged, and \((XV)^T(YV)=V^TV=1\). Fix a column \(j\), and write \(x_i=(XV)_{ij}\) and \(y_i=(YV)_{ij}\). Then \(\sum_i x_iy_i=1\), with \(y_i=0\) for \(i<j\), and

\[
2w_j=\sum_i 2w_jx_iy_i\le\sum_i w_i(x_i^2+y_i^2).
\]

The inequality holds term by term. For \(i<j\) the left term vanishes and the right one is nonnegative. For \(i\ge j\),

\[
2w_jx_iy_i\le w_j(x_i^2+y_i^2)\le w_i(x_i^2+y_i^2),
\]

by \(w_j(x_i-y_i)^2\ge0\) and \(w_i\ge w_j\). Summing over \(j\) gives the bound.

A natural error is to produce the zeros in \(Y\) by Gaussian elimination, with a general invertible \(G\) acting on \(Y\) and \(G^{-T}\) on \(X\). This preserves \(X^TY=1\), but in general it changes the traces, so a bound on the new vectors says nothing direct about the old ones. Leaving out the mixing altogether is also too weak once \(k\ge2\) and \(w_{k-1}>w_0\): the argument then bounds each column from below only by \(2w_0\).

```lean
/-- For nonnegative increasing mode energies, biorthonormal amplitudes `XᵀY = 1` of `k` pairs
have total energy at least twice the sum of the `k` lowest mode energies. -/
theorem diagonal_bound {n k : ℕ} (hk : k ≤ n) {w : Fin n → ℝ} (h0 : ∀ i, 0 ≤ w i)
    (hw : Monotone w) (X Y : Matrix (Fin n) (Fin k) ℝ) (hXY : Xᵀ * Y = 1) :
    2 * ∑ j : Fin k, w (Fin.castLE hk j)
      ≤ (Xᵀ * diagonal w * X).trace + (Yᵀ * diagonal w * Y).trace := by
  obtain ⟨V, hV, hT⟩ := triangular_mixing hk Y
  have hV' : V * Vᵀ = 1 := mul_eq_one_comm.mp hV
  -- the energy does not change under the orthogonal mixing
  have inv : ∀ M : Matrix (Fin n) (Fin k) ℝ,
      (Mᵀ * diagonal w * M).trace = ∑ j, ∑ i, w i * (M * V) i j ^ 2 := by
    intro M
    rw [← trace_diagonal_form]
    have e : (M * V)ᵀ * diagonal w * (M * V) = Vᵀ * (Mᵀ * diagonal w * M * V) := by
      simp only [transpose_mul, Matrix.mul_assoc]
    rw [e, Matrix.trace_mul_comm Vᵀ, Matrix.mul_assoc _ V, hV', Matrix.mul_one]
  have bi : (X * V)ᵀ * (Y * V) = 1 := by
    have e : (X * V)ᵀ * (Y * V) = Vᵀ * (Xᵀ * Y) * V := by
      simp only [transpose_mul, Matrix.mul_assoc]
    rw [e, hXY, Matrix.mul_one, hV]
  rw [inv X, inv Y, ← Finset.sum_add_distrib, Finset.mul_sum]
  refine Finset.sum_le_sum fun j _ => ?_
  have hb := congrFun (congrFun bi j) j
  rw [Matrix.mul_apply, Matrix.one_apply_eq] at hb
  simp only [Matrix.transpose_apply] at hb
  rw [← Finset.sum_add_distrib]
  calc 2 * w (Fin.castLE hk j)
      = ∑ i, 2 * w (Fin.castLE hk j) * ((X * V) i j * (Y * V) i j) := by
        rw [← Finset.mul_sum, hb, mul_one]
    _ ≤ ∑ i, (w i * (X * V) i j ^ 2 + w i * (Y * V) i j ^ 2) := by
        refine Finset.sum_le_sum fun i _ => ?_
        by_cases hij : i.val < j.val
        · rw [hT i j hij]
          nlinarith [mul_nonneg (h0 i) (sq_nonneg ((X * V) i j))]
        · -- only modes at or above j contribute to the overlap
          have hle : w (Fin.castLE hk j) ≤ w i := hw (Fin.le_def.mpr (not_lt.mp hij))
          nlinarith [mul_nonneg (h0 (Fin.castLE hk j)) (sq_nonneg ((X * V) i j - (Y * V) i j)),
            mul_nonneg (sub_nonneg.mpr hle)
              (add_nonneg (sq_nonneg ((X * V) i j)) (sq_nonneg ((Y * V) i j)))]
```

In the code, `inv` is the invariance of the traces and `bi` the preserved constraint. The `calc` block is the displayed inequality, with `by_cases` separating \(i<j\) from \(i\ge j\); `nlinarith` receives the nonnegative products used above.

## The minimum and the vectors that reach it

Let \(E_k\) be the \(n\times k\) matrix formed by the first \(k\) columns of the identity. Choose \(P=ZE_k\) and \(Q=Z^{-T}E_k\), the first \(k\) columns of \(Z\) and \(Z^{-T}\). Then

\[
P^TQ=E_k^TZ^TZ^{-T}E_k=1,\qquad Z^{-1}P=Z^TQ=E_k,
\]

\[
E(P,Q)=2\,\mathrm{tr}\,E_k^TWE_k=2\sum_{j=0}^{k-1}w_j .
\]

Together with the bound, this identifies the minimum.

```lean
/-- Trace minimum principle of the RPA: if `A` and `B` have a normal-mode factorisation with
nonnegative increasing `w`, then for `k ≤ n` the least energy of `k` pairs of trial vectors with
`PᵀQ = 1` is twice the sum of the `k` lowest `w`. -/
theorem rpa_trace_minimum {n k : ℕ} (hk : k ≤ n) {A B Z : Matrix (Fin n) (Fin n) ℝ}
    {w : Fin n → ℝ} (h : NormalModes A B Z w) (h0 : ∀ i, 0 ≤ w i) (hw : Monotone w) :
    IsLeast {e : ℝ | ∃ P Q : Matrix (Fin n) (Fin k) ℝ, Pᵀ * Q = 1 ∧ e = energy A B P Q}
      (2 * ∑ j : Fin k, w (Fin.castLE hk j)) := by
  have hZ : Zᵀ * (Z⁻¹)ᵀ = 1 := by
    rw [← transpose_mul, nonsing_inv_mul _ h.unit, transpose_one]
  constructor
  · -- the first k columns of Z and of its inverse transpose attain the bound
    let E : Matrix (Fin n) (Fin k) ℝ := Matrix.of fun i j => if i = Fin.castLE hk j then 1 else 0
    have hE : Eᵀ * E = 1 := by
      ext a b
      simp only [E, Matrix.mul_apply, Matrix.one_apply, Matrix.transpose_apply, Matrix.of_apply,
        mul_ite, mul_one, mul_zero, Finset.sum_ite_eq', Finset.mem_univ, if_true,
        Fin.castLE_inj]
      exact if_congr eq_comm rfl rfl
    refine ⟨Z * E, (Z⁻¹)ᵀ * E, ?_, ?_⟩
    · rw [transpose_mul, Matrix.mul_assoc, ← Matrix.mul_assoc Zᵀ, hZ, Matrix.one_mul, hE]
    · rw [energy_normal_modes h, ← Matrix.mul_assoc Z⁻¹, nonsing_inv_mul _ h.unit,
        ← Matrix.mul_assoc Zᵀ, hZ, Matrix.one_mul, trace_diagonal_form, ← two_mul]
      simp [E, ite_pow]
  · rintro e ⟨P, Q, hPQ, rfl⟩
    rw [energy_normal_modes h]
    refine diagonal_bound hk h0 hw _ _ ?_
    rw [transpose_mul, Matrix.mul_assoc, ← Matrix.mul_assoc (Z⁻¹)ᵀ,
      mul_eq_one_comm.mp hZ, Matrix.one_mul, hPQ]
```

The set in the theorem contains the values of `energy` over all admissible pairs. `IsLeast` says that the stated number belongs to this set and is no larger than any of its members. The first half of the proof uses the pair just constructed, where `E` is \(E_k\); the second transforms an arbitrary pair and calls `diagonal_bound`. For \(k=0\) both sides are zero.

In linear-response TDDFT or the Bethe–Salpeter equation, with real orbitals, a finite basis, frequency-independent \(A\) and \(B\), and both \(A+B\) and \(A-B\) positive definite, half of \(E(P,Q)\) for any biorthonormal trial set is therefore an upper bound to the sum of the \(k\) lowest excitation energies of those matrices.

## One pair of vectors

For \(k=1\), \(P\) and \(Q\) are single columns \(p\) and \(q\), and the bound becomes

\[
2w_0\le p^T(A+B)p+q^T(A-B)q,\qquad p\cdot q=1 .
\]

The normalisation involves the product of the two vectors; neither needs unit length.

```lean
/-- If `A` and `B` have a normal-mode factorisation with nonnegative increasing `w`, one pair of
trial vectors with `p · q = 1` gives an upper bound to twice the lowest `w`. -/
theorem lowest_excitation_bound {n : ℕ} {A B Z : Matrix (Fin (n + 1)) (Fin (n + 1)) ℝ}
    {w : Fin (n + 1) → ℝ} (h : NormalModes A B Z w) (h0 : ∀ i, 0 ≤ w i) (hw : Monotone w)
    (p q : Fin (n + 1) → ℝ) (hpq : p ⬝ᵥ q = 1) :
    2 * w 0 ≤ p ⬝ᵥ ((A + B) *ᵥ p) + q ⬝ᵥ ((A - B) *ᵥ q) := by
  have hk : 1 ≤ n + 1 := by omega
  have tr : ∀ (M : Matrix (Fin (n + 1)) (Fin (n + 1)) ℝ) (v : Fin (n + 1) → ℝ),
      ((Matrix.of fun i (_ : Fin 1) => v i)ᵀ * M * (Matrix.of fun i (_ : Fin 1) => v i)).trace
        = v ⬝ᵥ (M *ᵥ v) := by
    intro M v
    rw [Matrix.mul_assoc]
    simp [Matrix.trace, Matrix.mul_apply, dotProduct, Matrix.mulVec]
  have key := (rpa_trace_minimum hk h h0 hw).2
    ⟨Matrix.of fun i _ => p i, Matrix.of fun i _ => q i, by
      ext a b
      rw [Subsingleton.elim a b, Matrix.one_apply_eq, Matrix.mul_apply]
      exact hpq, rfl⟩
  unfold energy at key
  rw [tr, tr, Fin.sum_univ_one] at key
  exact key
```

The dimension is written `n + 1` so that a lowest mode `w 0` exists. The proof turns the vectors into one-column matrices, and `tr` identifies the traces with the quadratic forms.

## Two coupled modes

Take \(w=(1,2)\) and \(Z=\begin{pmatrix}1&1\\0&1\end{pmatrix}\). Then

\[
A-B=\begin{pmatrix}3&2\\2&2\end{pmatrix},\qquad
A+B=\begin{pmatrix}1&-1\\-1&3\end{pmatrix},
\]

\[
A=\begin{pmatrix}2&\tfrac12\\\tfrac12&\tfrac52\end{pmatrix},\qquad
B=\begin{pmatrix}-1&-\tfrac32\\-\tfrac32&\tfrac12\end{pmatrix}.
\]

The minimum is \(2\) for one pair and \(6\) for two. The theorem below confirms the factorisation, the signs and the order of `w` by computing the inverse of \(Z\) and comparing entries.

```lean
/-- Two coupled modes with `w = (1, 2)` and explicit non-diagonal `A`, `B` and `Z` meet the
hypotheses of the trace minimum principle. -/
theorem normalModes_witness :
    NormalModes !![2, 1 / 2; 1 / 2, 5 / 2] !![-1, -3 / 2; -3 / 2, 1 / 2] !![1, 1; 0, 1] ![1, 2] ∧
      (∀ i, 0 ≤ (![1, 2] : Fin 2 → ℝ) i) ∧ Monotone (![1, 2] : Fin 2 → ℝ) := by
  have hi : (!![1, 1; 0, 1] : Matrix (Fin 2) (Fin 2) ℝ)⁻¹ = !![1, -1; 0, 1] := by
    apply Matrix.inv_eq_right_inv
    ext i j
    fin_cases i <;> fin_cases j <;> norm_num [Matrix.mul_apply, Fin.sum_univ_succ]
  refine ⟨⟨?_, ?_, ?_⟩, ?_, ?_⟩
  · simp [Matrix.det_fin_two]
  · ext i j
    fin_cases i <;> fin_cases j <;>
      norm_num [Matrix.mul_apply, Fin.sum_univ_succ, Matrix.vecMul_diagonal]
  · rw [hi]
    ext i j
    fin_cases i <;> fin_cases j <;>
      norm_num [Matrix.mul_apply, Fin.sum_univ_succ, Matrix.diagonal_apply]
  · intro i
    fin_cases i <;> simp
  · intro i j hij
    fin_cases i <;> fin_cases j <;> simp at hij ⊢

end RPATraceMinimum
```

```lean
#print axioms RPATraceMinimum.rpa_equations
-- 'RPATraceMinimum.rpa_equations' depends on axioms: [propext, Classical.choice, Quot.sound]
#print axioms RPATraceMinimum.rpa_trace_minimum
-- 'RPATraceMinimum.rpa_trace_minimum' depends on axioms: [propext, Classical.choice, Quot.sound]
#print axioms RPATraceMinimum.lowest_excitation_bound
-- 'RPATraceMinimum.lowest_excitation_bound' depends on axioms: [propext, Classical.choice, Quot.sound]
```
